# Powers of a shifted two-level Hamiltonian multiply each energy-eigenstate amplitude by a power of its shifted energy

A two-level system has the Hamiltonian H = diag(E, E + g), written in its eigenbasis, and a start vector with real amplitudes (a, b). The theorem `powerVector_eq` states that, for real E, g and σ and every natural number k, applying (σ − H)^k to this vector gives the amplitudes (σ − E)^k a and (σ − (E + g))^k b. The vector is not normalised, so for a unit state both amplitudes must be divided by the vector's norm, where that is nonzero; g may have any sign, and nothing is said about convergence. The proof is by induction on k: it splits off one factor of σ − H, uses the result for the previous power, and checks the two components separately.

An attempt in Lean 4 with a fault in it:

```lean
import Mathlib

open Matrix

namespace PowerVectorEq

noncomputable section

/-- The two-level Hamiltonian with energies `E` and `E + g`, in its eigenbasis. -/
def hamiltonian (E g : ℝ) : Matrix (Fin 2) (Fin 2) ℝ := !![E, 0; 0, E + g]

/-- The unnormalised power iterate `(σ - H)^k v` of the start vector `v = (a, b)`. -/
def powerVector (E g σ a b : ℝ) (k : ℕ) : Fin 2 → ℝ :=
  ((σ • (1 : Matrix (Fin 2) (Fin 2) ℝ) - hamiltonian E g) ^ k) *ᵥ ![a, b]

/-- Each power step multiplies the two amplitudes by `σ - E` and `σ - (E + g)`. -/
theorem powerVector_eq (E g σ a b : ℝ) (k : ℕ) :
    powerVector E g σ a b k = ![(σ - E) ^ k * a, (σ - (E + g)) ^ k * b] := by
  unfold powerVector
  induction k with
  | zero => simp
  | succ n ih =>
    rw [pow_succ', ← Matrix.mulVec_mulVec, ih]
    ext i
    fin_cases i <;>
      simp [hamiltonian, Matrix.mulVec, dotProduct, Fin.sum_univ_succ] <;> ring

end

end PowerVectorEq
```

Lean reports:

```
Try this:
  [apply] ring_nf
  
  The `ring` tactic failed to close the goal. Use `ring_nf` to obtain a normal form.
    
  Note that `ring` works primarily in *commutative* rings. If you have a noncommutative ring, abelian group or module, consider using `noncomm_ring`, `abel` or `module` instead.
Main.lean:22:14: error: unsolved goals
case succ.«1»
E g σ a b : ℝ
n : ℕ
ih : (σ • 1 - hamiltonian E g) ^ n *ᵥ ![a, b] = ![(σ - E) ^ n * a, (σ - (E + g)) ^ n * b]
⊢ σ * 1 1 (Fin.succ 0) * b * (σ - E - g) ^ n - E * b * (σ - E - g) ^ n - g * b * (σ - E - g) ^ n =
    σ * b * (σ - E - g) ^ n - E * b * (σ - E - g) ^ n - g * b * (σ - E - g) ^ n
```

The error is in the second component of the induction step. The "Try this" message says that `ring` did not close the goal, and the goal left over shows why: it still contains `1 1 (Fin.succ 0)`, an entry of the identity matrix. This is a diagonal entry, equal to 1, but its column index is written `Fin.succ 0` instead of `1`, and `simp` left it unevaluated. `ring` does not evaluate matrix entries, so it treats this one as an unknown number and cannot match the two sides.

The index form comes from `Fin.sum_univ_succ`, which splits a sum into its first term and the terms at successor indices. The repair uses `Fin.sum_univ_two` instead, which writes the two terms at `0` and `1` directly. It also adds `Matrix.one_apply`, which turns an identity-matrix entry into 1 if its indices are equal and 0 otherwise, a test `simp` can decide here. `ring` is then left with ordinary algebra.

As a diff, the version that Lean accepts:

```diff
@@ -24,5 +24,5 @@
     ext i
     fin_cases i <;>
-      simp [hamiltonian, Matrix.mulVec, dotProduct, Fin.sum_univ_succ] <;> ring
+      simp [hamiltonian, Matrix.mulVec, dotProduct, Fin.sum_univ_two, Matrix.one_apply] <;> ring
 
 end
```
